# Small-q response coefficients 1/3, 1/3 and 1.479 for the inverse Lindhard function and two kinetic GGAs

The Lindhard function $L(x) = \tfrac12 + \frac{1-x^2}{4x}\ln\frac{1+x}{1-x}$ should obey $(1/L(x)-1)/x^2 \to 1/3$ as $x \to 0$, where $x = q/2k$, $q$ is the wave vector of a density perturbation and $k$ the Fermi wave vector. For a GGA kinetic functional with enhancement factor $F(s) \approx 1 + \mu s^2$ in the reduced gradient $s$, I understand the number to compare with is $9\mu/5$. I get $1/3$ for $F = 5s^2/3 + e^{-40s^2/27}$ and $1.479$ for $F = 5s^2/3 + 1/\cosh(1.3\,s)$. Where does $9/5$ come from, and can these limits be made rigorous and machine-checked?

## All three numbers hold, and 1.479 is exact

The quotient $(1/L(x)-1)/x^2$ tends to $1/3$ as $x \to 0$, and $9\mu/5$ equals $1/3$ and exactly $1.479$ for your two factors. Reading $9\mu/5$ as a response coefficient rests on the Thomas–Fermi and von Weizsäcker kernels, which the Lean file below takes as given. For orbital-free calculations this compares a semilocal kinetic functional with the non-interacting, spin-unpolarised uniform gas, and only in the $q^2$ term of the small-$q$ expansion.

### The factor 9/5

In atomic units a uniform gas has density $n = k^3/(3\pi^2)$ and Thomas–Fermi energy density $\tau_{TF} = \tfrac{3}{10}k^2 n$. A GGA has $\tau = \tau_{TF}F(s)$ with $s = g/(2kn)$ and $g = |\nabla n|$. The term $\mu s^2$ contributes
$$\tfrac{3}{10}k^2 n\,\mu\,\frac{g^2}{4k^2n^2} = \frac{3\mu}{5}\,\frac{g^2}{8n},$$
which is $3\mu/5$ times the von Weizsäcker kinetic energy density. The kernel is the second functional derivative of the kinetic energy at uniform density, the stiffness against a density wave of wave vector $q$. It is $\pi^2/k$ for Thomas–Fermi, $q^2/(4n)$ for von Weizsäcker, and $(\pi^2/k)/L(x)$ for the exact non-interacting gas. Since $s^2$ is already second order in the perturbation, only $\mu$ enters, and with $1/n = 3\pi^2/k^3$,
$$\frac{\pi^2/k + \frac{3\mu}{5}\frac{q^2}{4n}}{\pi^2/k} = 1 + \frac{9\mu}{5}\Big(\frac{q}{2k}\Big)^2 .$$
So $1 + (9\mu/5)x^2$ is compared with $1/L(x)$.

### Expanding the three functions

For $|y|<1$ let $A(y) = y + y^2/2 + y^3/3 + \ln(1-y)$, which obeys $|A(y)| \le |y|^4/(1-|y|)$. The difference
$$r(x) = A(-x) - A(x) = \ln\frac{1+x}{1-x} - 2x - \frac{2x^3}{3}$$
then has $|r(x)/x^3| \le 2|x|/(1-|x|) \to 0$. Inserting the logarithm into $L$,
$$L = \tfrac12 + (1-x^2)\Big(\tfrac12 + \frac{x^2}{6}\Big) + \frac{(1-x^2)\,r}{4x}, \qquad \frac{L-1}{x^2} = -\frac13 - \frac{x^2}{6} + \frac{1-x^2}{4}\,\frac{r}{x^3} \to -\frac13 .$$
If $(F-1)/s^2 \to \mu$, then $F = 1 + s^2\cdot(F-1)/s^2 \to 1$, and $(1/F-1)/s^2 = -\frac{(F-1)/s^2}{F} \to -\mu$. Applied to $L$ this gives $+1/3$.

Write $F = 5s^2/3 + P(s)$, where $5s^2/3$ reproduces the von Weizsäcker kinetic energy density and $P$ is the Pauli part. Then $(F-1)/s^2 = 5/3 + (P-1)/s^2$. For $P = e^{-as^2}$ with a real parameter $a$, put $t = s^2$. The quotient $(e^{-at}-1)/t$ tends to the derivative $-a$, so $\mu = 5/3 - a$ and $9\mu/5 = 3 - 9a/5$. For $P = 1/\cosh(as)$, the identity $\cosh y = 1 + 2\sinh^2(y/2)$ gives
$$\frac{\cosh(as)-1}{s^2} = 2\Big(\frac{\sinh(as/2)}{s}\Big)^2 \to \frac{a^2}{2},$$
and inversion gives $\mu = 5/3 - a^2/2$, so $9\mu/5 = 3 - 9a^2/10$. At $a = 40/27$ the Gaussian has $\mu = 5/27$ and coefficient $3 - 8/3 = 1/3$. At $a = 1.3$ the sech form has $3 - 1.521 = 1.479$. Setting each coefficient equal to $1/3$ gives $a = 40/27$ and $a^2 = 80/27$.

```lean
import Mathlib

open Filter Topology

namespace KineticGGAResponse

noncomputable section

/-- `F(s) = 1 + μ s² + o(s²)`: the quotient `(F(s) - 1)/s²` tends to `μ` as `s → 0`, `s ≠ 0`. -/
def HasQuadCoeff (F : ℝ → ℝ) (μ : ℝ) : Prop :=
  Tendsto (fun s => (F s - 1) / s ^ 2) (𝓝[≠] 0) (𝓝 μ)

/-- The Lindhard function of the reduced wave vector `x = q/(2 k_F)`, in its form for `|x| < 1`. -/
def lindhard (x : ℝ) : ℝ :=
  1 / 2 + (1 - x ^ 2) * Real.log ((1 + x) / (1 - x)) / (4 * x)

/-- Kinetic GGA enhancement factor: von Weizsäcker term `5s²/3` plus a Pauli part `P(s)`. -/
def gga (P : ℝ → ℝ) (s : ℝ) : ℝ := 5 * s ^ 2 / 3 + P s

/-- Gaussian Pauli enhancement factor `exp(-a s²)`. -/
def gaussPauli (a s : ℝ) : ℝ := Real.exp (-a * s ^ 2)

/-- Hyperbolic-secant Pauli enhancement factor `1/cosh(a s)`. -/
def sechPauli (a s : ℝ) : ℝ := 1 / Real.cosh (a * s)

/-- The response coefficient `9μ/5` of a GGA with gradient coefficient `μ`. -/
def responseCoeff (μ : ℝ) : ℝ := 9 * μ / 5

/-- For `n = k³/(3π²)` and `s = g/(2kn)`, the term `(3/10) k² n · μ s²` equals `3μ/5` times
`g²/(8n)`, and `π²/k + (3μ/5) q²/(4n)` in units of `π²/k` equals `1 + (9μ/5)(q/2k)²`. -/
theorem gradient_term_and_kernel (k n μ g q : ℝ) (hk : 0 < k)
    (hn : n = k ^ 3 / (3 * Real.pi ^ 2)) :
    3 / 10 * k ^ 2 * n * (μ * (g / (2 * k * n)) ^ 2) = 3 * μ / 5 * (g ^ 2 / (8 * n)) ∧
    (Real.pi ^ 2 / k + 3 * μ / 5 * (q ^ 2 / (4 * n))) / (Real.pi ^ 2 / k)
      = 1 + responseCoeff μ * (q / (2 * k)) ^ 2 := by
  have hk' : k ≠ 0 := hk.ne'
  have hpi : Real.pi ≠ 0 := Real.pi_ne_zero
  subst hn
  unfold responseCoeff
  constructor <;> field_simp <;> ring

/-- If `F = 1 + μ s² + o(s²)` then `1/F = 1 - μ s² + o(s²)`. -/
theorem HasQuadCoeff.inv {F : ℝ → ℝ} {μ : ℝ} (h : HasQuadCoeff F μ) :
    HasQuadCoeff (fun s => 1 / F s) (-μ) := by
  unfold HasQuadCoeff at h ⊢
  have hq : Tendsto (fun s : ℝ => s ^ 2) (𝓝[≠] 0) (𝓝 (0 ^ 2)) :=
    ((continuous_pow 2).tendsto 0).mono_left nhdsWithin_le_nhds
  -- F = 1 + s² · (F - 1)/s² tends to 1
  have hF : Tendsto F (𝓝[≠] 0) (𝓝 1) := by
    have h1 := (hq.mul h).const_add 1
    rw [show (1 : ℝ) + 0 ^ 2 * μ = 1 by ring] at h1
    refine h1.congr' ?_
    filter_upwards [self_mem_nhdsWithin] with s hs
    have hs' : s ≠ 0 := hs
    field_simp
    ring
  have h2 := h.neg.div hF one_ne_zero
  rw [div_one] at h2
  refine h2.congr' ?_
  filter_upwards [self_mem_nhdsWithin, hF.eventually_ne one_ne_zero] with s hs hFs
  have hs' : s ≠ 0 := hs
  show -((F s - 1) / s ^ 2) / F s = (1 / F s - 1) / s ^ 2
  field_simp
  ring

/-- The Lindhard logarithm is `ln((1+x)/(1-x)) = 2x + 2x³/3 + o(x³)` at small `x`. -/
theorem log_ratio_expansion :
    Tendsto (fun x : ℝ => (Real.log ((1 + x) / (1 - x)) - 2 * x - 2 * x ^ 3 / 3) / x ^ 3)
      (𝓝[≠] 0) (𝓝 0) := by
  have hc : ContinuousAt (fun x : ℝ => 2 * |x| / (1 - |x|)) 0 :=
    ((continuous_const.mul continuous_abs).continuousAt).div
      ((continuous_const.sub continuous_abs).continuousAt) (by simp)
  have hb : Tendsto (fun x : ℝ => 2 * |x| / (1 - |x|)) (𝓝[≠] 0) (𝓝 0) := by
    have h : Tendsto (fun x : ℝ => 2 * |x| / (1 - |x|)) (𝓝[≠] 0)
        (𝓝 (2 * |(0 : ℝ)| / (1 - |(0 : ℝ)|))) := hc.tendsto.mono_left nhdsWithin_le_nhds
    simpa using h
  -- third-order Taylor bound for ln(1 - y)
  have hlog : ∀ y : ℝ, |y| < 1 →
      |y + y ^ 2 / 2 + y ^ 3 / 3 + Real.log (1 - y)| ≤ |y| ^ 4 / (1 - |y|) := by
    intro y hy
    have e : ∑ i ∈ Finset.range 3, y ^ (i + 1) / ((i : ℝ) + 1)
        = y + y ^ 2 / 2 + y ^ 3 / 3 := by
      simp only [Finset.sum_range_succ, Finset.sum_range_zero]
      push_cast
      ring
    have h := Real.abs_log_sub_add_sum_range_le hy 3
    rw [e] at h
    exact h
  refine squeeze_zero_norm' ?_ hb
  filter_upwards [self_mem_nhdsWithin, mem_nhdsWithin_of_mem_nhds
    (Ioo_mem_nhds (by norm_num : (-1 : ℝ) < 0) (by norm_num : (0 : ℝ) < 1))] with x hx0 hx1
  have hx0' : x ≠ 0 := hx0
  have hx : |x| < 1 := abs_lt.2 ⟨hx1.1, hx1.2⟩
  have h1 : 1 + x ≠ 0 := by linarith [hx1.1] |> ne_of_gt
  have h2 : 1 - x ≠ 0 := ne_of_gt (by linarith [hx1.2])
  have hA := abs_le.1 (hlog x hx)
  have hB := abs_le.1 (hlog (-x) (by rwa [abs_neg]))
  rw [abs_neg, sub_neg_eq_add] at hB
  have key : |Real.log (1 + x) - Real.log (1 - x) - 2 * x - 2 * x ^ 3 / 3|
      ≤ 2 * (|x| ^ 4 / (1 - |x|)) := by
    rw [abs_le]
    constructor <;> linarith [hA.1, hA.2, hB.1, hB.2]
  rw [Real.norm_eq_abs, Real.log_div h1 h2, abs_div, abs_pow,
    div_le_iff₀ (pow_pos (abs_pos.2 hx0') 3)]
  exact key.trans (le_of_eq (by ring))

/-- Long-wavelength expansion of the Lindhard function: `L(x) = 1 - x²/3 + o(x²)`. -/
theorem lindhard_quad : HasQuadCoeff lindhard (-(1 / 3)) := by
  unfold HasQuadCoeff
  have hq : Tendsto (fun s : ℝ => s ^ 2) (𝓝[≠] 0) (𝓝 (0 ^ 2)) :=
    ((continuous_pow 2).tendsto 0).mono_left nhdsWithin_le_nhds
  have h := ((hq.div_const 6).const_sub (-(1 / 3))).add
    (((hq.const_sub 1).div_const 4).mul log_ratio_expansion)
  rw [show -(1 / 3) - (0 : ℝ) ^ 2 / 6 + (1 - 0 ^ 2) / 4 * 0 = -(1 / 3) by ring] at h
  refine h.congr' ?_
  filter_upwards [self_mem_nhdsWithin] with x hx
  have hx' : x ≠ 0 := hx
  unfold lindhard
  generalize Real.log ((1 + x) / (1 - x)) = l
  field_simp
  ring

/-- The inverse Lindhard function satisfies `(1/L(x) - 1)/x² → 1/3` as `x → 0`. -/
theorem inv_lindhard_quad : HasQuadCoeff (fun x => 1 / lindhard x) (1 / 3) := by
  have h := lindhard_quad.inv
  rwa [neg_neg] at h

/-- The von Weizsäcker term adds `5/3` to the gradient coefficient of the Pauli part. -/
theorem gga_quad {P : ℝ → ℝ} {p : ℝ} (h : HasQuadCoeff P p) :
    HasQuadCoeff (gga P) (5 / 3 + p) := by
  unfold HasQuadCoeff at h ⊢
  refine (h.const_add (5 / 3)).congr' ?_
  filter_upwards [self_mem_nhdsWithin] with s hs
  have hs' : s ≠ 0 := hs
  unfold gga
  field_simp
  ring

/-- The GGA `5s²/3 + exp(-a s²)` has gradient coefficient `μ = 5/3 - a`. -/
theorem gauss_quad (a : ℝ) : HasQuadCoeff (gga (gaussPauli a)) (5 / 3 - a) := by
  rw [sub_eq_add_neg]
  apply gga_quad
  have hd : HasDerivAt (fun t : ℝ => Real.exp (-a * t)) (-a) 0 :=
    (((hasDerivAt_id' (0 : ℝ)).const_mul (-a)).exp).congr_deriv (by simp)
  have hq : Tendsto (fun s : ℝ => s ^ 2) (𝓝[≠] 0) (𝓝 (0 ^ 2)) :=
    ((continuous_pow 2).tendsto 0).mono_left nhdsWithin_le_nhds
  have hsq : Tendsto (fun s : ℝ => s ^ 2) (𝓝[≠] 0) (𝓝[≠] 0) := by
    refine tendsto_nhdsWithin_iff.2 ⟨by simpa using hq, ?_⟩
    filter_upwards [self_mem_nhdsWithin] with s hs
    have hs' : s ≠ 0 := hs
    show s ^ 2 ≠ 0
    exact pow_ne_zero 2 hs'
  -- difference quotient of exp(-a t) at t = s²
  unfold HasQuadCoeff gaussPauli
  refine ((hasDerivAt_iff_tendsto_slope_zero.1 hd).comp hsq).congr fun s => ?_
  simp only [Function.comp_apply, zero_add, mul_zero, Real.exp_zero, smul_eq_mul]
  ring

/-- The GGA `5s²/3 + 1/cosh(a s)` has gradient coefficient `μ = 5/3 - a²/2`. -/
theorem sech_quad (a : ℝ) : HasQuadCoeff (gga (sechPauli a)) (5 / 3 - a ^ 2 / 2) := by
  rw [sub_eq_add_neg]
  apply gga_quad
  have hd : HasDerivAt (fun t : ℝ => Real.sinh (a / 2 * t)) (a / 2) 0 :=
    (((hasDerivAt_id' (0 : ℝ)).const_mul (a / 2)).sinh).congr_deriv (by simp)
  have h2 := ((hasDerivAt_iff_tendsto_slope_zero.1 hd).pow 2).const_mul 2
  have hc : HasQuadCoeff (fun s => Real.cosh (a * s)) (a ^ 2 / 2) := by
    unfold HasQuadCoeff
    rw [show a ^ 2 / 2 = 2 * (a / 2) ^ 2 by ring]
    refine h2.congr fun s => ?_
    -- cosh y = 1 + 2 sinh²(y/2)
    have e : Real.cosh (a * s) = 2 * Real.sinh (a / 2 * s) ^ 2 + 1 := by
      rw [show a * s = 2 * (a / 2 * s) by ring, Real.cosh_two_mul, Real.cosh_sq]
      ring
    simp only [zero_add, mul_zero, Real.sinh_zero, smul_eq_mul, e]
    ring
  exact hc.inv

/-- The inverse Lindhard function has quadratic coefficient `1/3`; the response coefficient
is `1/3` for `5s²/3 + exp(-40s²/27)` and `1.479` for `5s²/3 + 1/cosh(1.3 s)`. -/
theorem response_coefficients :
    HasQuadCoeff (fun x => 1 / lindhard x) (1 / 3) ∧
    (HasQuadCoeff (gga (gaussPauli (40 / 27))) (5 / 27) ∧ responseCoeff (5 / 27) = 1 / 3) ∧
    (HasQuadCoeff (gga (sechPauli 1.3)) (5 / 3 - 1.3 ^ 2 / 2) ∧
      responseCoeff (5 / 3 - 1.3 ^ 2 / 2) = 1.479) := by
  refine ⟨inv_lindhard_quad, ⟨?_, ?_⟩, sech_quad _, ?_⟩
  · have h := gauss_quad (40 / 27)
    rwa [show (5 : ℝ) / 3 - 40 / 27 = 5 / 27 by norm_num] at h
  · norm_num [responseCoeff]
  · norm_num [responseCoeff]

/-- The response coefficient equals `1/3` exactly for `a = 40/27` in the Gaussian family and
exactly for `a² = 80/27` in the hyperbolic-secant family. -/
theorem matching_parameters (a μ : ℝ) :
    (HasQuadCoeff (gga (gaussPauli a)) μ → (responseCoeff μ = 1 / 3 ↔ a = 40 / 27)) ∧
    (HasQuadCoeff (gga (sechPauli a)) μ → (responseCoeff μ = 1 / 3 ↔ a ^ 2 = 80 / 27)) := by
  unfold responseCoeff
  constructor
  · intro h
    have e : μ = 5 / 3 - a := tendsto_nhds_unique h (gauss_quad a)
    constructor <;> intro h' <;> linarith
  · intro h
    have e : μ = 5 / 3 - a ^ 2 / 2 := tendsto_nhds_unique h (sech_quad a)
    constructor <;> intro h' <;> linarith

end

end KineticGGAResponse
```

```lean
#print axioms KineticGGAResponse.gradient_term_and_kernel
#print axioms KineticGGAResponse.response_coefficients
#print axioms KineticGGAResponse.matching_parameters
```

```
'KineticGGAResponse.gradient_term_and_kernel' depends on axioms: [propext, Classical.choice, Quot.sound]
'KineticGGAResponse.response_coefficients' depends on axioms: [propext, Classical.choice, Quot.sound]
'KineticGGAResponse.matching_parameters' depends on axioms: [propext, Classical.choice, Quot.sound]
```

### What the theorems say

`HasQuadCoeff F μ` is the limit $(F(s)-1)/s^2 \to \mu$ along `𝓝[≠] 0`, that is, for real $s \to 0$ from both sides with $s \ne 0$. The physical $s$ is non-negative, and the factors used here are even in $s$. The same predicate serves for $x$ in `lindhard`. The definition `gga P s` is $5s^2/3 + P(s)$, `gaussPauli a` and `sechPauli a` are the two Pauli parts for any real $a$, and `responseCoeff μ` is by definition $9\mu/5$.

`response_coefficients` is your claim: $1/L$ has coefficient $1/3$, the Gaussian factor at $a = 40/27$ has $\mu = 5/27$ with response coefficient $1/3$, and the sech factor at $a = 1.3$ has $\mu = 5/3 - 1.3^2/2$ with response coefficient $1.479$. The decimals are the exact real numbers $13/10$ and $1479/1000$. `matching_parameters` says that if $\mu$ is the coefficient of a member of either family, then $9\mu/5 = 1/3$ holds exactly when $a = 40/27$ (Gaussian) or $a^2 = 80/27$ (sech). Such a $\mu$ exists for every $a$ by `gauss_quad` and `sech_quad`.

`gradient_term_and_kernel` states the two displayed identities behind $9/5$ for $k>0$, $n = k^3/(3\pi^2)$ and arbitrary real $\mu$, $g$, $q$. The prefactor $3/10$ and the formula for $n$ fix atomic units and a spin-unpolarised gas. The theorem is algebra on expressions written into its statement, and the later theorems do not invoke it. No functional of a density field is defined in the file, so the three kernels and the argument that only $\mu$ enters are physical input and not kernel-checked results. Finite $x$, including the region near $q = 2k$, is not treated.

### How the Lean proof follows the expansions

`gradient_term_and_kernel` substitutes $n$ and clears denominators with `field_simp` and `ring`. `HasQuadCoeff.inv` first obtains `hF`, the limit $F \to 1$, from the product of $s^2$ and the quotient. Then `h.neg.div hF one_ne_zero` is the limit of $-\frac{(F-1)/s^2}{F}$, and `hF.eventually_ne` supplies $F \ne 0$ near $0$, where this expression equals $(1/F-1)/s^2$.

In `log_ratio_expansion`, `hlog` is the bound on $A(y)$, taken from `Real.abs_log_sub_add_sum_range_le` with three terms. `hA` and `hB` are its instances at $x$ and $-x$, `key` is $|r| \le 2|x|^4/(1-|x|)$ on $-1<x<1$, and `squeeze_zero_norm'` concludes with the bound $2|x|/(1-|x|)$ from `hb`. `lindhard_quad` builds the limit of $-\tfrac13 - \frac{x^2}{6} + \frac{1-x^2}{4}\frac{r}{x^3}$ term by term and identifies that expression with $(L-1)/x^2$, treating the logarithm as a free variable `l`. `inv_lindhard_quad` applies the inversion lemma.

`gga_quad` is the shift by $5/3$. `gauss_quad` turns the derivative `hd` of $e^{-at}$ into a limit of difference quotients through `hasDerivAt_iff_tendsto_slope_zero` and composes with `hsq`, which says that $t = s^2$ tends to $0$ through nonzero values. `sech_quad` squares and doubles the difference quotient of $\sinh(at/2)$ in `h2`, matches it to $\cosh$ by the half-angle identity `e`, and ends with `hc.inv`. `response_coefficients` collects these results with exact rational arithmetic by `norm_num`. `matching_parameters` uses `tendsto_nhds_unique` to identify $\mu$ with $5/3 - a$ or $5/3 - a^2/2$, after which `linarith` solves an equation linear in $a$ or in $a^2$.

### Defining μ as half a second derivative

The coefficient might have been defined as $\mu = F''(0)/2$. For the two smooth enhancement factors the values would be the same, but $F(0) = 1$ and $F'(0) = 0$ would need separate statements, whereas a finite limit of $(F-1)/s^2$ already excludes a constant offset or a linear term at small $s \ne 0$. The Lindhard part would cost more. Lean's division by zero gives `lindhard 0` the value $1/2$, so $L(0) = 1$ would have to be set explicitly and the patched function shown to be twice differentiable there. The punctured limit never evaluates $L$ at $0$.
